# In the three-dimensional electron gas, the kinetic and exchange spin factors differ by a parabola in the polarisation, up to a sixth-order term

Polarising the spins of a uniform electron gas at fixed density raises its non-interacting kinetic energy and makes its exchange energy more negative. At the density where these two energies have equal magnitude in the unpolarised gas, how closely does their sum follow a parabola in the polarisation?

```lean
import Mathlib

open Filter Topology

namespace JelliumSpinFactor

noncomputable section

/-- The spin-scaling factor `((1+z)^p + (1-z)^p)/2` at relative polarisation `z`, `|z| ≤ 1`. -/
def spinPhi (p z : ℝ) : ℝ := ((1 + z) ^ p + (1 - z) ^ p) / 2

/-- The quadratic term `z²/3` minus the kinetic spin factor (`p = 5/3`) plus the exchange
spin factor (`p = 4/3`). -/
def spinDefect (z : ℝ) : ℝ := z ^ 2 / 3 - spinPhi (5 / 3) z + spinPhi (4 / 3) z

/-- The sum of the Fermi wavevectors of the two spin species, in units of the unpolarised one,
for `|z| ≤ 1`. -/
def fermiSum (z : ℝ) : ℝ := (1 + z) ^ (1 / 3 : ℝ) + (1 - z) ^ (1 / 3 : ℝ)

/-- A rational function of the Fermi wavevector sum `s`, used for `s ≥ 1`. -/
def profile (s : ℝ) : ℝ :=
  243 * s ^ 6 * (2 * s ^ 5 + s ^ 4 + 2 * s ^ 3 - 16 * s ^ 2 + 10 * s + 2) /
    (2 * (s ^ 2 + 2 * s + 4) ^ 3 * (s ^ 3 + 1) ^ 5 * (s ^ 2 - s + 1))

/-- For a nonnegative spin density `x`, the powers `x^(4/3)` and `x^(5/3)` are the fourth and
fifth powers of the cube root of `x`, whose third power is `x`. -/
theorem rpow_thirds {x : ℝ} (hx : 0 ≤ x) :
    (x ^ (1 / 3 : ℝ)) ^ 3 = x ∧ x ^ (4 / 3 : ℝ) = (x ^ (1 / 3 : ℝ)) ^ 4 ∧
      x ^ (5 / 3 : ℝ) = (x ^ (1 / 3 : ℝ)) ^ 5 := by
  have key : ∀ n : ℕ, (x ^ (1 / 3 : ℝ)) ^ n = x ^ ((1 / 3 : ℝ) * n) := fun n => by
    rw [Real.rpow_mul hx, Real.rpow_natCast]
  refine ⟨?_, ?_, ?_⟩ <;> rw [key] <;> norm_num

/-- For `|z| ≤ 1` the Fermi wavevector sum `s` is at least 1, and `1 - z²`, the exchange factor
and the kinetic factor are rational functions of `s`. -/
theorem fermiSum_spec {z : ℝ} (hz : |z| ≤ 1) :
    1 ≤ fermiSum z ∧
    1 - z ^ 2 = ((fermiSum z ^ 3 - 2) / (3 * fermiSum z)) ^ 3 ∧
    spinPhi (4 / 3) z = (8 + 16 * fermiSum z ^ 3 - fermiSum z ^ 6) / (18 * fermiSum z ^ 2) ∧
    spinPhi (5 / 3) z = (20 + 10 * fermiSum z ^ 3 - fermiSum z ^ 6) / (18 * fermiSum z) := by
  obtain ⟨h1, h2⟩ := abs_le.1 hz
  have hp : 0 ≤ 1 + z := by linarith
  have hm : 0 ≤ 1 - z := by linarith
  obtain ⟨ha, ha4, ha5⟩ := rpow_thirds hp
  obtain ⟨hb, hb4, hb5⟩ := rpow_thirds hm
  have ha0 := Real.rpow_nonneg hp (1 / 3 : ℝ)
  have hb0 := Real.rpow_nonneg hm (1 / 3 : ℝ)
  unfold fermiSum spinPhi
  rw [ha4, ha5, hb4, hb5]
  generalize (1 + z) ^ (1 / 3 : ℝ) = a at ha ha0 ⊢
  generalize (1 - z) ^ (1 / 3 : ℝ) = b at hb hb0 ⊢
  -- the cubes of the two wavevectors add up to the total density
  have hw : a ^ 3 + b ^ 3 = 2 := by linarith
  have hab : 0 ≤ a * b * (a + b) := by positivity
  have hc : (a + b) ^ 3 = 2 + 3 * (a * b * (a + b)) := by linear_combination hw
  have hs : 1 ≤ a + b := by
    by_contra h
    have h3 : (a + b) ^ 3 ≤ 1 := pow_le_one₀ (by positivity) (not_le.1 h).le
    rw [hc] at h3
    linarith
  have hpos : 0 < a + b := by linarith
  have hq : ((a + b) ^ 3 - 2) / (3 * (a + b)) = a * b := by
    rw [div_eq_iff (mul_pos three_pos hpos).ne']
    linear_combination hc
  refine ⟨hs, ?_, ?_, ?_⟩
  · rw [hq, mul_pow, ha, hb]
    ring
  · rw [eq_div_iff (mul_pos (by norm_num) (pow_pos hpos 2)).ne']
    linear_combination (2 * (a ^ 3 + b ^ 3 + 2) + 8 * (a + b) ^ 3) * hw
  · rw [eq_div_iff (mul_pos (by norm_num) hpos).ne']
    linear_combination (5 * (a ^ 3 + b ^ 3 + 2) + 5 * (a + b) ^ 3) * hw

/-- For `|z| ≤ 1` the defect is exactly `z⁶` times the rational profile of the Fermi
wavevector sum. -/
theorem spinDefect_eq {z : ℝ} (hz : |z| ≤ 1) :
    spinDefect z = profile (fermiSum z) * z ^ 6 := by
  obtain ⟨hs, h2, h4, h5⟩ := fermiSum_spec hz
  unfold spinDefect
  rw [h4, h5]
  generalize fermiSum z = s at hs h2 ⊢
  have hpos : 0 < s := by linarith
  have hr : 0 < s ^ 2 - s + 1 := by nlinarith
  have hz2 : z ^ 2 = (8 - s ^ 3) * (s ^ 3 + 1) ^ 2 / (27 * s ^ 3) := by
    have h : z ^ 2 = 1 - ((s ^ 3 - 2) / (3 * s)) ^ 3 := by linarith
    rw [h]
    field_simp
    ring
  -- the terms of order z² and z⁴ cancel, which leaves the factor (2 - s)³
  have hD : z ^ 2 / 3 - (20 + 10 * s ^ 3 - s ^ 6) / (18 * s)
      + (8 + 16 * s ^ 3 - s ^ 6) / (18 * s ^ 2)
      = (2 - s) ^ 3 * (s + 1) * (2 * s ^ 5 + s ^ 4 + 2 * s ^ 3 - 16 * s ^ 2 + 10 * s + 2)
        / (162 * s ^ 3) := by
    rw [hz2]
    field_simp
    ring
  rw [hD, show z ^ 6 = (z ^ 2) ^ 3 by ring, hz2]
  unfold profile
  rw [div_pow, div_mul_div_comm, div_eq_div_iff (by positivity)
    (mul_pos (mul_pos (by positivity) hr) (by positivity)).ne']
  ring

/-- The derivative of the profile at `s ≥ 1`, in factored form. -/
theorem profile_hasDerivAt {s : ℝ} (hs : 1 ≤ s) :
    HasDerivAt profile
      (-(1458 * s ^ 5 * (s ^ 2 + 2 * s + 4) ^ 2 * (s ^ 3 + 1) ^ 4 * (s ^ 2 - s + 1)
        * (s ^ 3 - 2) ^ 2 * (8 * s ^ 4 + 17 * s ^ 3 + 33 * s ^ 2 - 25 * s - 4)) /
        (2 * (s ^ 2 + 2 * s + 4) ^ 3 * (s ^ 3 + 1) ^ 5 * (s ^ 2 - s + 1)) ^ 2) s := by
  have hpos : 0 < s := by linarith
  have hr0 : 0 < s ^ 2 - s + 1 := by nlinarith
  have hT := ((((((hasDerivAt_pow 5 s).const_mul 2).fun_add (hasDerivAt_pow 4 s)).fun_add
    ((hasDerivAt_pow 3 s).const_mul 2)).fun_sub ((hasDerivAt_pow 2 s).const_mul 16)).fun_add
    ((hasDerivAt_id' s).const_mul 10)).add_const 2
  have hN := ((hasDerivAt_pow 6 s).const_mul 243).fun_mul hT
  have hq := ((hasDerivAt_pow 2 s).fun_add ((hasDerivAt_id' s).const_mul 2)).add_const 4
  have hc := (hasDerivAt_pow 3 s).add_const 1
  have hr := ((hasDerivAt_pow 2 s).fun_sub (hasDerivAt_id' s)).add_const 1
  have hM := (((hq.fun_pow 3).const_mul 2).fun_mul (hc.fun_pow 5)).fun_mul hr
  have h := hN.fun_div hM (mul_pos (by positivity) hr0).ne'
  have h' : HasDerivAt profile _ s := h
  refine h'.congr_deriv ?_
  congr 1
  push_cast
  ring

/-- The profile does not increase with the Fermi wavevector sum on `s ≥ 1`. -/
theorem profile_antitone : AntitoneOn profile (Set.Ici 1) := by
  refine antitoneOn_of_deriv_nonpos (convex_Ici 1)
    (fun s hs => (profile_hasDerivAt hs).continuousAt.continuousWithinAt)
    (fun s hs => (profile_hasDerivAt
      (interior_subset hs)).differentiableAt.differentiableWithinAt) ?_
  intro s hs
  have h1 : 1 ≤ s := interior_subset hs
  have hpos : 0 < s := by linarith
  have hr : 0 < s ^ 2 - s + 1 := by nlinarith
  have hK : 0 < 8 * s ^ 4 + 17 * s ^ 3 + 33 * s ^ 2 - 25 * s - 4 := by
    nlinarith [pow_pos hpos 4, pow_pos hpos 3, mul_nonneg hpos.le (sub_nonneg.2 h1)]
  rw [(profile_hasDerivAt h1).deriv]
  refine div_nonpos_of_nonpos_of_nonneg (neg_nonpos.2 ?_) (sq_nonneg _)
  exact mul_nonneg (mul_nonneg (mul_nonneg (by positivity) hr.le) (sq_nonneg _)) hK.le

/-- The Fermi wavevector sum does not increase with the degree of polarisation `|z| ≤ 1`. -/
theorem fermiSum_antitone {x y : ℝ} (hxy : |x| ≤ |y|) (hy : |y| ≤ 1) :
    fermiSum y ≤ fermiSum x := by
  obtain ⟨hsx, hx2, -, -⟩ := fermiSum_spec (hxy.trans hy)
  obtain ⟨hsy, hy2, -, -⟩ := fermiSum_spec hy
  have hsq : x ^ 2 ≤ y ^ 2 := sq_le_sq.2 hxy
  by_contra hlt
  have h := not_le.1 hlt
  generalize fermiSum x = s at *
  generalize fermiSum y = t at *
  have hs : 0 < s := by linarith
  have ht : 0 < t := by linarith
  have hq : (s ^ 3 - 2) / (3 * s) < (t ^ 3 - 2) / (3 * t) := by
    rw [div_lt_div_iff₀ (by positivity) (by positivity)]
    have := mul_pos (sub_pos.2 h) (show 0 < s * t * (s + t) + 2 by positivity)
    nlinarith
  have h3 : ((s ^ 3 - 2) / (3 * s)) ^ 3 < ((t ^ 3 - 2) / (3 * t)) ^ 3 :=
    (show Odd 3 by decide).strictMono_pow hq
  linarith

/-- For `|x| ≤ |y| ≤ 1` one has `D(x) y⁶ ≤ D(y) x⁶`, where `D` is the defect. -/
theorem spinDefect_ratio_mono {x y : ℝ} (hxy : |x| ≤ |y|) (hy : |y| ≤ 1) :
    spinDefect x * y ^ 6 ≤ spinDefect y * x ^ 6 := by
  have h := profile_antitone (fermiSum_spec hy).1 (fermiSum_spec (hxy.trans hy)).1
    (fermiSum_antitone hxy hy)
  rw [spinDefect_eq hy, spinDefect_eq (hxy.trans hy)]
  have := mul_le_mul_of_nonneg_right h (show 0 ≤ x ^ 6 * y ^ 6 by positivity)
  linarith

/-- The defect of the fully polarised gas is `1/3 + 2^(1/3) - 2^(2/3)`. -/
theorem spinDefect_one :
    spinDefect 1 = 1 / 3 + (2 : ℝ) ^ (1 / 3 : ℝ) - (2 : ℝ) ^ (2 / 3 : ℝ) := by
  have h5 : (2 : ℝ) ^ (5 / 3 : ℝ) = 2 * (2 : ℝ) ^ (2 / 3 : ℝ) := by
    rw [show (5 / 3 : ℝ) = 1 + 2 / 3 by norm_num, Real.rpow_add two_pos, Real.rpow_one]
  have h4 : (2 : ℝ) ^ (4 / 3 : ℝ) = 2 * (2 : ℝ) ^ (1 / 3 : ℝ) := by
    rw [show (4 / 3 : ℝ) = 1 + 1 / 3 by norm_num, Real.rpow_add two_pos, Real.rpow_one]
  unfold spinDefect spinPhi
  rw [sub_self, one_add_one_eq_two, Real.zero_rpow (by norm_num), Real.zero_rpow (by norm_num),
    h5, h4]
  ring

/-- For every polarisation `|z| ≤ 1` the defect lies between `z⁶/729` and `z⁶` times its fully
polarised value, and its ratio to `z⁶` tends to `1/729` as `z` tends to 0. -/
theorem spinDefect_sixth_order :
    (∀ z : ℝ, |z| ≤ 1 → z ^ 6 / 729 ≤ spinDefect z ∧ spinDefect z ≤ spinDefect 1 * z ^ 6) ∧
      Tendsto (fun z => spinDefect z / z ^ 6) (𝓝[≠] 0) (𝓝 (1 / 729)) := by
  have h0 : fermiSum 0 = 2 := by norm_num [fermiSum]
  have hp : profile 2 = 1 / 729 := by norm_num [profile]
  refine ⟨fun z hz => ⟨?_, ?_⟩, ?_⟩
  · -- compare with the unpolarised gas, where s = 2
    have hs : fermiSum z ≤ 2 := h0 ▸ fermiSum_antitone (by simp) hz
    have h := profile_antitone (fermiSum_spec hz).1 (show (2 : ℝ) ∈ Set.Ici 1 by norm_num) hs
    rw [hp] at h
    rw [spinDefect_eq hz]
    have := mul_le_mul_of_nonneg_right h (show 0 ≤ z ^ 6 by positivity)
    linarith
  · -- compare with the fully polarised gas
    have h := spinDefect_ratio_mono (x := z) (y := 1) (by simpa using hz) (by simp)
    simpa using h
  · have hc : Continuous fermiSum :=
      ((continuous_const.add continuous_id).rpow_const fun _ => Or.inr (by norm_num)).add
        ((continuous_const.sub continuous_id).rpow_const fun _ => Or.inr (by norm_num))
    have hs : Tendsto fermiSum (𝓝[≠] 0) (𝓝 2) :=
      h0 ▸ (hc.tendsto 0).mono_left nhdsWithin_le_nhds
    have hg : Tendsto profile (𝓝 2) (𝓝 (1 / 729)) :=
      hp ▸ (profile_hasDerivAt (s := 2) (by norm_num)).continuousAt.tendsto
    refine (hg.comp hs).congr' ?_
    filter_upwards [self_mem_nhdsWithin,
      mem_nhdsWithin_of_mem_nhds (Metric.ball_mem_nhds (0 : ℝ) one_pos)] with z hz hb
    rw [Metric.mem_ball, Real.dist_eq, sub_zero] at hb
    have hz0 : z ≠ 0 := hz
    rw [spinDefect_eq hb.le, mul_div_assoc, div_self (pow_ne_zero 6 hz0), mul_one]
    rfl

end

end JelliumSpinFactor
```

```lean
#print axioms JelliumSpinFactor.spinDefect_one
#print axioms JelliumSpinFactor.spinDefect_sixth_order
```

```
'JelliumSpinFactor.spinDefect_one' depends on axioms: [propext, Classical.choice, Quot.sound]
'JelliumSpinFactor.spinDefect_sixth_order' depends on axioms: [propext, Classical.choice, Quot.sound]
```

Let $z=(n_\uparrow-n_\downarrow)/n$ be the relative polarisation, often written $\zeta$, so that the spin densities are $n_{\uparrow,\downarrow}=n(1\pm z)/2$. Each spin species fills a Fermi sphere of radius proportional to the cube root of its density. Its kinetic energy per volume then scales as $n_\sigma^{5/3}$ and its exchange energy as $n_\sigma^{4/3}$. Relative to the unpolarised gas, the two energies carry the factors $\varphi_{5/3}(z)$ and $\varphi_{4/3}(z)$, where

$$\varphi_p(z)=\tfrac12\left[(1+z)^p+(1-z)^p\right].$$

This is `spinPhi`. The Lean file starts from these factors; the step from filled Fermi spheres and the Coulomb interaction to the factors is physics that it takes as given. At the density in question, with unpolarised kinetic energy $T_0$, the sum of the two energies is $T_0(\varphi_{5/3}-\varphi_{4/3})=T_0(z^2/3-D)$, where

$$D(z)=\frac{z^2}{3}-\varphi_{5/3}(z)+\varphi_{4/3}(z).$$

The function $D$ is `spinDefect`, a name coined here for the departure from the parabola. The theorem `spinDefect_sixth_order` states that for $|z|\le1$

$$\frac{z^6}{729}\le D(z)\le D(1)\,z^6,$$

and that $D(z)/z^6\to1/729$ as $z\to0$. The filter `𝓝[≠] 0` means that $z$ approaches zero through nonzero values. In particular $D\ge0$. The factors $\varphi_p$ also enter the spin dependence of local density functionals, but the result concerns only the non-interacting kinetic energy and first-order exchange of a uniform gas, without correlation.

The derivation replaces $z$ by a variable in which everything is rational. Put $a=(1+z)^{1/3}$, $b=(1-z)^{1/3}$ and $s=a+b$. This $s$ is `fermiSum`, the sum of the two Fermi wavevectors in units of the Fermi wavevector of the unpolarised gas. Since $a^3+b^3=2$, we have $s^3=2+3ab\,s$. Hence $s^3\ge2$, so $s\ge1$, and

$$ab=\frac{s^3-2}{3s},\qquad 1-z^2=(ab)^3.$$

The power sums follow from $s$ and $ab$:

$$\varphi_{4/3}=\tfrac12\left[s^4-4s^2ab+2(ab)^2\right]=\frac{8+16s^3-s^6}{18s^2},$$

$$\varphi_{5/3}=\tfrac12\left[s^5-5s^3ab+5s(ab)^2\right]=\frac{20+10s^3-s^6}{18s}.$$

In Lean, `rpow_thirds` turns the fractional powers into integer powers of cube roots. Then `fermiSum_spec` names the roots `a` and `b` and obtains these formulas by `linear_combination` from $a^3+b^3=2$.

Expanding $1-(ab)^3$ and factoring gives

$$z^2=\frac{(8-s^3)(s^3+1)^2}{27s^3}.$$

With $P(s)=2s^5+s^4+2s^3-16s^2+10s+2$, substitution into $D$ gives

$$D=\frac{(2-s)^3(s+1)P(s)}{162s^3}.$$

The unpolarised gas has $s=2$, and $8-s^3=(2-s)(s^2+2s+4)$, so $z^6$ contains the same factor $(2-s)^3$. Cancelling it, and using $s^3+1=(s+1)(s^2-s+1)$, leaves $D(z)=G(s)z^6$ with

$$G(s)=\frac{243\,s^6P(s)}{2(s^2+2s+4)^3(s^3+1)^5(s^2-s+1)}.$$

At $z=0$ both sides of $D=Gz^6$ vanish, so the identity holds there too. The function $G$ is `profile`, and `spinDefect_eq` proves the identity by clearing denominators and comparing polynomials with `ring`.

Next, $G$ does not increase for $s\ge1$. Write $q=s^2+2s+4$, $c=s^3+1$ and $r=s^2-s+1$. The quotient rule gives the numerator of $G'$ as

$$486\,s^5q^2c^4\left[(6P+sP')qcr-sP(3q'cr+15s^2qr+qcr')\right].$$

Expanding the bracket and factoring turns it into $-3r(s^3-2)^2K$, with

$$K=8s^4+17s^3+33s^2-25s-4.$$

For $s\ge1$ we have $33s^2-25s\ge8s\ge8$, so $K>0$ and $G'\le0$. The theorem `profile_hasDerivAt` assembles this derivative from the standard rules, and `profile_antitone` reads off its sign, with `nlinarith` supplying $K>0$.

The sum $s$ does not increase with $|z|$ either. Indeed $(s^3-2)/(3s)=s^2/3-2/(3s)$ increases strictly for $s>0$, while its cube is $1-z^2$. In `fermiSum_antitone` the argument runs by contradiction: a larger $s$ at the larger polarisation would give a larger $1-z^2$.

For $|x|\le|y|\le1$ these two facts give $G(s(x))\le G(s(y))$. Multiplying by $x^6y^6$ yields

$$D(x)\,y^6\le D(y)\,x^6,$$

which is `spinDefect_ratio_mono`. Setting $y=1$ gives the upper bound. The lower bound follows from $s(z)\le s(0)=2$ and $G(2)=1/729$. Finally, $s$ is continuous at $z=0$ and $G$ at $s=2$, so $G(s(z))\to1/729$. For $0<|z|<1$ this function equals $D(z)/z^6$, and `congr'` transfers the limit.

In the fully polarised gas only one Fermi sphere is left, $s=2^{1/3}$, and the upper bound is an equality. By `spinDefect_one`,

$$D(1)=\tfrac13+2^{1/3}-2^{2/3}\approx0.00585.$$

At the density considered above, the parabola $T_0z^2/3$ therefore overestimates the sum of the kinetic and exchange energies by less than $0.006\,T_0$, even at full polarisation.
